# For a positive intrinsic barrier, the Rehm-Weller slope equals Miller's transition-state position

Take a reaction with reaction free energy D = 3/2 and intrinsic barrier G = 1, in any common energy unit. The intrinsic barrier is the height that remains when reactants and products are equal in free energy. The Rehm-Weller formula gives the barrier

B = D/2 + √(D²/4 + G²) = 3/4 + 5/4 = 2.

The reverse reaction has reaction free energy −3/2 and barrier −3/4 + 5/4 = 1/2. The two barriers differ by 3/2, which is D, and their product is 1, which is G². The slope of B with respect to D, at fixed G, is

1/2 + D/(4√(D²/4 + G²)) = 1/2 + 3/10 = 0.8.

Miller's estimate of where the transition state lies between reactants (0) and products (1) is

1/(2 − D/B) = 1/(2 − 3/4) = 0.8.

The two numbers agree for every real D and every G > 0. The slope dB/dD is the Leffler slope, often read as a measure of how product-like the transition state is. For a family of reactions that share one known intrinsic barrier and follow this formula, the reaction energy of each member is then enough to compute Miller's estimate.

## The barrier and the position as functions

```lean
import Mathlib

open Real

namespace RehmWeller

noncomputable section
```

The first line loads Mathlib, Lean's library of mathematics. Opening `Real` gives short access to facts about real numbers, and the namespace puts the prefix `RehmWeller` before every name defined here.

```lean
/-- The Rehm-Weller barrier for intrinsic barrier `G` and reaction free energy `D`. -/
def barrier (G D : ℝ) : ℝ := D / 2 + √(D ^ 2 / 4 + G ^ 2)
```

`barrier G D` is B(D) for intrinsic barrier G. Both arguments and the result are real numbers (`ℝ`), so energies appear as numbers in one common unit. D is negative for a downhill reaction. The definition accepts any real G; positivity enters as a hypothesis where it is needed.

The formula is postulated as a model of the barrier and is not derived from a potential-energy surface. Temperature, solvent and molecular structure enter only through the values of G and D.

```lean
/-- Miller's transition-state position for reaction energy `D` and barrier height `B`. -/
def millerPosition (D B : ℝ) : ℝ := 1 / (2 - D / B)
```

`millerPosition D B` is 1/(2 − D/B). It takes the barrier height as an independent argument, so it can be applied to any barrier model. Lean assigns a value even to division by zero, but the theorems that identify this position with a slope all have B > 0.

## Forward and reverse barriers

```lean
/-- The forward barrier minus the barrier of the reverse reaction is the reaction energy. -/
theorem barrier_sub_reverse (G D : ℝ) : barrier G D - barrier G (-D) = D := by
  unfold barrier
  rw [neg_sq]
  ring
```

In ordinary notation, B(D) − B(−D) = D. Write s = √(D²/4 + G²). Since (−D)² = D², the reverse reaction has the same s, and

(D/2 + s) − (−D/2 + s) = D.

The proof follows this line: `unfold barrier` inserts the definition, `rw [neg_sq]` replaces (−D)² by D², and `ring` does the algebra. Physically, the transition state has one free energy, whether it is approached from reactants or from products.

```lean
/-- The product of the forward and reverse barriers is the square of the intrinsic barrier. -/
theorem barrier_mul_reverse (G D : ℝ) : barrier G D * barrier G (-D) = G ^ 2 := by
  have h := Real.sq_sqrt (show 0 ≤ D ^ 2 / 4 + G ^ 2 by positivity)
  unfold barrier
  rw [neg_sq]
  linear_combination h
```

The product is B(D)·B(−D) = G². By hand,

(s + D/2)(s − D/2) = s² − D²/4 = G².

The line beginning `have h` records s² = D²/4 + G², which requires the quantity under the root to be non-negative. The tactic `linear_combination h` then checks that the claim follows from this equation by algebra. By the difference relation the reverse barrier is B − D, so B(B − D) = G². Conversely, any positive B that satisfies this equation is the Rehm-Weller barrier, as a lemma below shows.

```lean
/-- For a positive intrinsic barrier, the barrier lies above both reactants and products. -/
theorem max_lt_barrier {G : ℝ} (hG : 0 < G) (D : ℝ) : max 0 D < barrier G D := by
  -- the square root exceeds half the absolute reaction energy
  have hs : |D / 2| < √(D ^ 2 / 4 + G ^ 2) := by
    apply Real.lt_sqrt_of_sq_lt
    rw [sq_abs]
    nlinarith [pow_pos hG 2]
  have h := abs_lt.mp hs
  rw [max_lt_iff]
  unfold barrier
  constructor <;> linarith [h.1, h.2]
```

The notation `{G : ℝ} (hG : 0 < G)` introduces a real G together with the assumption that it is positive. The conclusion is B > max(0, D): the transition state lies above the reactants, at energy 0, and above the products, at energy D.

By hand, G² > 0 gives

D²/4 + G² > (D/2)², so s > |D/2|.

This means −s < D/2 < s. The left inequality gives B = s + D/2 > 0, and the right one gives B − D = s − D/2 > 0. In the code, `hs` is the bound on the root, `abs_lt` splits it into the two inequalities, and `linarith` finishes each half by linear arithmetic. At G = 0 the formula reduces to max(0, D), which has a kink at D = 0, so a strictly positive G also keeps the curve smooth.

```lean
/-- A positive barrier `b` whose product with the reverse barrier `b - D` is `G ^ 2`
is the Rehm-Weller barrier. -/
theorem eq_barrier_of_mul {G D b : ℝ} (hb : 0 < b) (h : b * (b - D) = G ^ 2) :
    b = barrier G D := by
  have hd : 0 ≤ b - D := by
    by_contra hn
    have h1 := mul_neg_of_pos_of_neg hb (not_le.mp hn)
    linarith [sq_nonneg G]
  -- complete the square and take the non-negative root
  have hsq : D ^ 2 / 4 + G ^ 2 = (b - D / 2) ^ 2 := by
    linear_combination (-1 : ℝ) * h
  rw [barrier, hsq, Real.sqrt_sq (by linarith)]
  ring
```

This lemma runs the product relation backwards: if b > 0 and b(b − D) = G², then b is the Rehm-Weller barrier. First, b − D ≥ 0, because otherwise the product would be negative while G² is not. Completing the square gives

(b − D/2)² = D²/4 + G².

Moreover b − D/2 is half the sum of b and b − D, so it is non-negative. Taking the root gives b − D/2 = s, hence b = D/2 + s. The steps `hd` and `hsq` are these two facts, and `Real.sqrt_sq` takes the non-negative root.

For G ≠ 0, the lemma also points to another way of modelling the barrier: define it as the positive solution of b(b − D) = G². The reverse-barrier relation would then be built in, but the existence of a unique solution would have to be proved before B could be used as a function. The explicit square root makes B available at once and leaves the quadratic as a theorem.

## Slope and position

```lean
/-- For a nonzero barrier height, Miller's position is `B / (2 * B - D)`. -/
theorem millerPosition_eq {D B : ℝ} (hB : B ≠ 0) :
    millerPosition D B = B / (2 * B - D) := by
  have h : 2 - D / B = (2 * B - D) / B := by
    rw [sub_div, mul_div_cancel_right₀ _ hB]
  rw [millerPosition, h, one_div_div]
```

For B ≠ 0, Miller's position can be written without the inner fraction:

1/(2 − D/B) = 1/((2B − D)/B) = B/(2B − D).

The proof puts 2 − D/B over the common denominator B and inverts the result. The calculation by hand also needs 2B ≠ D. If 2B = D, both sides are divisions by zero, to which Lean assigns the value 0; this case does not arise in the theorems below, where B > 0 and B > D.

```lean
/-- For a positive intrinsic barrier, the derivative of the Rehm-Weller barrier `B` with respect to
the reaction energy `D` is `B / (2 * B - D)`. -/
theorem hasDerivAt_barrier {G : ℝ} (hG : 0 < G) (D : ℝ) :
    HasDerivAt (barrier G) (barrier G D / (2 * barrier G D - D)) D := by
  have hpos : 0 < D ^ 2 / 4 + G ^ 2 := by positivity
  have hs := Real.sqrt_pos.2 hpos
  have h1 : HasDerivAt (fun x : ℝ => x ^ 2 / 4 + G ^ 2) (D / 2) D := by
    refine (((hasDerivAt_pow 2 D).div_const 4).add_const (G ^ 2)).congr_deriv ?_
    norm_num
    ring
  have h2 : HasDerivAt (barrier G) (1 / 2 + D / 2 / (2 * √(D ^ 2 / 4 + G ^ 2))) D :=
    ((hasDerivAt_id' D).div_const 2).fun_add (h1.sqrt hpos.ne')
  refine h2.congr_deriv ?_
  -- the denominator is twice the square root
  have e : 2 * barrier G D - D = 2 * √(D ^ 2 / 4 + G ^ 2) := by
    unfold barrier
    ring
  rw [e]
  unfold barrier
  generalize √(D ^ 2 / 4 + G ^ 2) = s at hs ⊢
  rw [div_add_div _ _ (by norm_num) (by positivity),
    div_eq_div_iff (by positivity) (by positivity)]
  ring
```

`HasDerivAt f m x` says that the function f is differentiable at x with derivative m. Here the function is `barrier G`, with its second argument left open: G stays fixed while D varies. This encodes the assumption that all members of the reaction family have the same intrinsic barrier.

The derivative of D²/4 + G² is D/2, which is the step `h1`. The chain rule for the square root then gives `h2`:

B′(D) = 1/2 + (D/2)/(2s) = (2s + D)/(4s) = B/(2s).

Since 2B − D = 2s, which is the step `e`, this becomes

B′(D) = B/(2B − D).

The root is never zero because G > 0, so the division is legitimate. The last lines of the proof replace the root by a single letter `s`, clear the denominators and compare the two sides with `ring`.

A slip to watch for is writing D/(2s) for the second term, which loses the factor 1/2 from differentiating D²/4. In the opening example that would give 1/2 + 3/5 = 1.1, a slope larger than 1.

```lean
/-- For a positive intrinsic barrier, the Leffler slope of the Rehm-Weller barrier equals Miller's
transition-state position, and this number lies strictly between 0 and 1. -/
theorem leffler_slope_eq_millerPosition {G : ℝ} (hG : 0 < G) (D : ℝ) :
    HasDerivAt (barrier G) (millerPosition D (barrier G D)) D ∧
      0 < millerPosition D (barrier G D) ∧ millerPosition D (barrier G D) < 1 := by
  obtain ⟨h0, hD⟩ := max_lt_iff.mp (max_lt_barrier hG D)
  have hden : 0 < 2 * barrier G D - D := by linarith
  rw [millerPosition_eq h0.ne']
  refine ⟨hasDerivAt_barrier hG D, div_pos h0 hden, ?_⟩
  rw [div_lt_one hden]
  linarith
```

This is the main statement. The symbol `∧` means "and": the derivative of the barrier at D is Miller's position, and that position is greater than 0 and less than 1.

The equality combines the two previous results. For the bounds, write the denominator as a sum of the forward and reverse barriers:

B′(D) = B/(B + (B − D)).

Both B and B − D are positive, so the fraction lies strictly between 0 and 1. The position is therefore the forward barrier's share of the sum of the two barriers. In Lean, `obtain` extracts B > 0 and B > D from the earlier bound, `hden` says that the denominator is positive, and `div_lt_one` turns the upper bound into B < 2B − D.

## Early and late transition states

```lean
/-- For a positive intrinsic barrier, Miller's position for the Rehm-Weller barrier is below one
half exactly when the reaction energy is negative. -/
theorem millerPosition_lt_half_iff {G : ℝ} (hG : 0 < G) (D : ℝ) :
    millerPosition D (barrier G D) < 1 / 2 ↔ D < 0 := by
  obtain ⟨h0, hD⟩ := max_lt_iff.mp (max_lt_barrier hG D)
  have hden : 0 < 2 * barrier G D - D := by linarith
  rw [millerPosition_eq h0.ne', div_lt_div_iff₀ hden (by norm_num)]
  constructor <;> intro h <;> linarith
```

The symbol `↔` means "if and only if". Miller's position is below 1/2 exactly when D is negative. With the positive denominator cleared,

B/(2B − D) < 1/2 ⇔ 2B < 2B − D ⇔ D < 0.

The proof does the same: `div_lt_div_iff₀` clears the denominators, and `linarith` settles both directions. In this model, downhill reactions thus have early transition states by Miller's measure, in the spirit of Hammond's postulate. That postulate compares molecular structures, whereas this theorem concerns a number computed from two energies.

## Recovering the barrier from its slope

```lean
/-- A barrier function that lies above reactants and products and whose Leffler slope is
Miller's position at every reaction energy is the Rehm-Weller barrier. -/
theorem eq_barrier_of_leffler_eq_miller {f : ℝ → ℝ} (hf : ∀ D, max 0 D < f D)
    (hslope : ∀ D, HasDerivAt f (millerPosition D (f D)) D) (D : ℝ) :
    f D = barrier (f 0) D := by
  -- the product of forward and reverse barriers has zero derivative
  have hc : ∀ x, HasDerivAt (fun y => f y * (f y - y)) 0 x := by
    intro x
    obtain ⟨h0, hx⟩ := max_lt_iff.mp (hf x)
    have hden : 2 * f x - x ≠ 0 := by
      have : 0 < 2 * f x - x := by linarith
      exact this.ne'
    have hm : millerPosition x (f x) * (2 * f x - x) = f x := by
      rw [millerPosition_eq h0.ne', div_mul_cancel₀ _ hden]
    refine ((hslope x).fun_mul ((hslope x).fun_sub (hasDerivAt_id' x))).congr_deriv ?_
    linear_combination hm
  -- hence it keeps its value at zero reaction energy
  have hconst : f D * (f D - D) = f 0 * (f 0 - 0) :=
    is_const_of_deriv_eq_zero (fun x => (hc x).differentiableAt)
      (fun x => (hc x).deriv) D 0
  exact eq_barrier_of_mul (max_lt_iff.mp (hf D)).1 (by linear_combination hconst)

end

end RehmWeller
```

Now f is an arbitrary real function of the reaction energy, with two assumptions. The hypothesis `hf` says that f(D) > max(0, D) for every D, so the transition state always lies above both end states. The hypothesis `hslope` says that at every D the function has Miller's position as its derivative:

f′(D) = f(D)/(2f(D) − D).

The conclusion is that f is the Rehm-Weller barrier with intrinsic barrier f(0), its own height for a thermoneutral reaction. Both assumptions cover the whole real line, so the theorem does not address a relation known only over a limited range of reaction energies.

By hand, consider the product of the forward barrier f(D) and the reverse barrier f(D) − D. The product rule gives

d/dD [f(f − D)] = f′(f − D) + f(f′ − 1) = f′(2f − D) − f = 0.

The last step is the slope assumption multiplied by 2f − D. A function on the real line whose derivative vanishes everywhere is constant, so the product keeps its value at D = 0:

f(D)(f(D) − D) = f(0)².

This is the quadratic solved earlier, with G = f(0). Since f(D) > 0, its solution is

f(D) = D/2 + √(D²/4 + f(0)²).

In the proof, `hc` establishes the zero derivative; inside it, `hm` is the formula for Miller's position with its denominator cleared, and `hslope` supplies f′ in the product rule. The step `hconst` uses `is_const_of_deriv_eq_zero` to equate the product at D with its value at 0. Finally, `eq_barrier_of_mul` selects the positive root. The positivity assumption matters here because the quadratic also has a negative root, D/2 − √(D²/4 + f(0)²), which satisfies the same product relation but is not a barrier height.

```lean
#print axioms RehmWeller.barrier_mul_reverse
-- 'RehmWeller.barrier_mul_reverse' depends on axioms: [propext, Classical.choice, Quot.sound]
#print axioms RehmWeller.leffler_slope_eq_millerPosition
-- 'RehmWeller.leffler_slope_eq_millerPosition' depends on axioms: [propext, Classical.choice, Quot.sound]
#print axioms RehmWeller.millerPosition_lt_half_iff
-- 'RehmWeller.millerPosition_lt_half_iff' depends on axioms: [propext, Classical.choice, Quot.sound]
#print axioms RehmWeller.eq_barrier_of_leffler_eq_miller
-- 'RehmWeller.eq_barrier_of_leffler_eq_miller' depends on axioms: [propext, Classical.choice, Quot.sound]
```
